# The Boltzmann operator of a spin-1/2 Heisenberg dimer in a uniform field

The theorem `exp_dimer` gives the matrix of exp(−βH) in the product basis of two spins 1/2, where H = J **S**₁·**S**₂ + B(S₁ᶻ + S₂ᶻ), ħ = 1, and β, J and B are any real numbers. The operator is not divided by its trace, the partition function. The polarised states up-up and down-down have diagonal entries e^(−βJ/4)e^(−βB) and e^(−βJ/4)e^(βB); each antiparallel state has diagonal entry e^(−βJ/4)(e^(βJ) + 1)/2, and the two are coupled by e^(−βJ/4)(1 − e^(βJ))/2. The proof diagonalises −βH with a matrix `U` whose columns are the two polarised states, the singlet and the m = 0 triplet, the last two left unnormalised as (1, −1) and (1, 1) in the antiparallel states (normalised, they would carry a factor 1/√2). It then exponentiates the diagonal entries and returns to the product basis with the inverse matrix `V`.

Lean 4 with Mathlib refuses this proof:

```lean
import Mathlib

open Matrix
open scoped Kronecker ComplexOrder

namespace ExpDimer

noncomputable section

/-- Operators on two spins 1/2; the index 0 is spin up and 1 is spin down. -/
abbrev TwoSpin := Matrix (Fin 2 × Fin 2) (Fin 2 × Fin 2) ℂ

/-- The spin-1/2 matrix `Sx`, with ħ = 1. -/
def sx : Matrix (Fin 2) (Fin 2) ℂ := !![0, 1/2; 1/2, 0]

/-- The spin-1/2 matrix `Sy`, with ħ = 1. -/
def sy : Matrix (Fin 2) (Fin 2) ℂ := !![0, -Complex.I/2; Complex.I/2, 0]

/-- The spin-1/2 matrix `Sz`, with ħ = 1. -/
def sz : Matrix (Fin 2) (Fin 2) ℂ := !![1/2, 0; 0, -1/2]

/-- The Heisenberg dimer `J S1·S2` in a uniform field `B` along z. -/
def dimer (J B : ℝ) : TwoSpin :=
  (J : ℂ) • (sx ⊗ₖ sx + sy ⊗ₖ sy + sz ⊗ₖ sz) + (B : ℂ) • (sz ⊗ₖ 1 + 1 ⊗ₖ sz)

/-- The matrix with diagonal entries `p` (up-up), `q` (down-down) and `s` (both antiparallel
states), and with `c` coupling the two antiparallel states. -/
def exchangeMatrix (p q s c : ℝ) : TwoSpin := Matrix.of fun i j =>
  ((![![![![p, 0], ![0, 0]], ![![0, s], ![c, 0]]],
      ![![![0, c], ![s, 0]], ![![0, 0], ![0, q]]]] i.1 i.2 j.1 j.2 : ℝ) : ℂ)

/-- The dimer Hamiltonian in the product basis: the field shifts the two polarised states, and
the exchange coupling flips antiparallel spins with amplitude `J/2`. -/
theorem dimer_eq (J B : ℝ) :
    dimer J B = exchangeMatrix (J/4 + B) (J/4 - B) (-J/4) (J/2) := by
  have hdot : sx ⊗ₖ sx + sy ⊗ₖ sy + sz ⊗ₖ sz = exchangeMatrix (1/4) (1/4) (-1/4) (1/2) := by
    ext ⟨i, i'⟩ ⟨j, j'⟩
    fin_cases i <;> fin_cases i' <;> fin_cases j <;> fin_cases j' <;>
      norm_num [sx, sy, sz, exchangeMatrix, div_mul_div_comm, Complex.I_mul_I]
  rw [dimer, hdot]
  ext ⟨i, i'⟩ ⟨j, j'⟩
  fin_cases i <;> fin_cases i' <;> fin_cases j <;> fin_cases j' <;>
    simp [sz, exchangeMatrix] <;> ring

/-- The Boltzmann operator `exp(-βH)` of the dimer in the product basis. -/
theorem exp_dimer (β J B : ℝ) :
    NormedSpace.exp (-(β : ℂ) • dimer J B) =
      exchangeMatrix (Real.exp (-(β * J / 4)) * Real.exp (-(β * B)))
        (Real.exp (-(β * J / 4)) * Real.exp (β * B))
        (Real.exp (-(β * J / 4)) * ((Real.exp (β * J) + 1) / 2))
        (Real.exp (-(β * J / 4)) * ((1 - Real.exp (β * J)) / 2)) := by
  -- the columns of U are up-up, singlet, triplet with m = 0, down-down
  let U : TwoSpin := Matrix.of fun i j =>
    ![![![![1, 0], ![0, 0]], ![![0, 1], ![1, 0]]],
      ![![![0, -1], ![1, 0]], ![![0, 0], ![0, 1]]]] i.1 i.2 j.1 j.2
  let V : TwoSpin := Matrix.of fun i j =>
    ![![![![1, 0], ![0, 0]], ![![0, 1/2], ![-1/2, 0]]],
      ![![![0, 1/2], ![1/2, 0]], ![![0, 0], ![0, 1]]]] i.1 i.2 j.1 j.2
  let E : Fin 2 × Fin 2 → ℝ := fun i =>
    ![![-(β * J / 4) + -(β * B), -(β * J / 4) + β * J],
      ![-(β * J / 4), -(β * J / 4) + β * B]] i.1 i.2
  let W : Fin 2 × Fin 2 → ℝ := fun i =>
    ![![Real.exp (-(β * J / 4)) * Real.exp (-(β * B)),
        Real.exp (-(β * J / 4)) * Real.exp (β * J)],
      ![Real.exp (-(β * J / 4)), Real.exp (-(β * J / 4)) * Real.exp (β * B)]] i.1 i.2
  have hUV : U * V = 1 := by
    ext ⟨i, i'⟩ ⟨j, j'⟩
    fin_cases i <;> fin_cases i' <;> fin_cases j <;> fin_cases j' <;>
      norm_num [U, V, Matrix.mul_apply, Fintype.sum_prod_type, Fin.sum_univ_two,
        Matrix.one_apply]
  let u : TwoSpinˣ := ⟨U, V, hUV, mul_eq_one_comm.mp hUV⟩
  have hH : -(β : ℂ) • dimer J B =
      (u : TwoSpin) * diagonal (fun i => (E i : ℂ)) * ((u⁻¹ : TwoSpinˣ) : TwoSpin) := by
    change _ = U * diagonal (fun i => (E i : ℂ)) * V
    rw [dimer_eq]
    ext ⟨i, i'⟩ ⟨j, j'⟩
    fin_cases i <;> fin_cases i' <;> fin_cases j <;> fin_cases j' <;>
      simp [U, V, E, exchangeMatrix, Matrix.mul_apply, Matrix.diagonal_apply,
        Fintype.sum_prod_type, Fin.sum_univ_two] <;> ring
  have hW : ∀ i, Real.exp (E i) = W i := by
    rintro ⟨i, j⟩
    fin_cases i <;> fin_cases j
    · exact Real.exp_add (-(β * J / 4)) (-(β * B))
    · exact Real.exp_add (-(β * J / 4)) (β * J)
    · rfl
    · exact Real.exp_add (-(β * J / 4)) (β * B)
  have he : NormedSpace.exp (fun i => (E i : ℂ)) = fun i => (W i : ℂ) := by
    funext i
    rw [Pi.exp_apply, ← Complex.exp_eq_exp_ℂ, ← Complex.ofReal_exp, hW]
  -- exponentiate the energies and return to the product basis
  rw [hH, Matrix.exp_units_conj, Matrix.exp_diagonal, he]
  change U * diagonal (fun i => (W i : ℂ)) * V = _
  ext ⟨i, i'⟩ ⟨j, j'⟩
  fin_cases i <;> fin_cases i' <;> fin_cases j <;> fin_cases j' <;>
    simp [U, V, W, exchangeMatrix, Matrix.mul_apply, Matrix.diagonal_apply,
      Fintype.sum_prod_type, Fin.sum_univ_two] <;> ring

end

end ExpDimer
```

The error:

```
Main.lean:89:8: error(lean.unknownIdentifier): Unknown identifier `Pi.exp_apply`
```

The message says that Lean knows nothing by the name `Pi.exp_apply`. The name stands first in the `rw` of `he`, the step that exponentiates the diagonal entries, so that `rw` fails before it has rewritten anything.

After `funext i`, the left side of the goal is the exponential of a whole function, evaluated at `i`. What is needed there is the fact that the exponential of a function is taken component by component: `NormedSpace.exp x i = NormedSpace.exp (x i)`. Mathlib has this lemma under the name `Pi.coe_exp`, and the diff puts that name in place of the unknown one.

The rest of the line stands as it was. Once the exponential is that of the single complex number `(E i : ℂ)`, `← Complex.exp_eq_exp_ℂ` turns it into `Complex.exp`, `← Complex.ofReal_exp` makes it the cast of a real exponential, and `hW` replaces that real exponential by `W i`.

The repair, with which the file compiles:

```diff
@@ -87,5 +87,5 @@
   have he : NormedSpace.exp (fun i => (E i : ℂ)) = fun i => (W i : ℂ) := by
     funext i
-    rw [Pi.exp_apply, ← Complex.exp_eq_exp_ℂ, ← Complex.ofReal_exp, hW]
+    rw [Pi.coe_exp, ← Complex.exp_eq_exp_ℂ, ← Complex.ofReal_exp, hW]
   -- exponentiate the energies and return to the product basis
   rw [hH, Matrix.exp_units_conj, Matrix.exp_diagonal, he]
```
